# Isotropic spin-orbit tensor of a p shell: K = ζ l·s with levels ζ/2 and −ζ

In a basis of real orbitals p_x, p_y, p_z, a one-centre spin-orbit operator is given by three real 3×3 matrices A_k, with entries A_kij. With Pauli matrices σ_k and ħ = 1 it acts on ℂ³ ⊗ ℂ² as

K = Σ_k (−i A_k) ⊗ σ_k/2.

K is Hermitian exactly when each A_k is antisymmetric, so a physical operator has nine independent numbers among the 27 entries; the derivation below does not assume antisymmetry and obtains it as a consequence. For general antisymmetric A_k nothing groups the six levels into a set of four and a set of two, and no single coupling constant exists. Rotational invariance supplies both, so the atomic mean-field spin-orbit operator of one p shell, with one radial function and an isotropic mean field, has a single parameter.

## Claim and derivation

Suppose Σ_abc R_ka R_ib R_jc A_abc = A_kij for every rotation R, and put ζ = A_xyz. Let ε be the Levi-Civita symbol, (l_k)_ij = −i ε_kij and s_k = σ_k/2. Then A = ζ ε, K = ζ l·s, and the eigenvalues of K are ζ/2 and −ζ, differing by 3ζ/2.

The quarter turn about z replaces an index x by y with a minus sign and y by x; the quarter turn about x replaces y by z with a minus sign and z by y. Applied twice, the first gives a minus sign for each index x or y, so a nonzero component contains z an odd number of times. Likewise x occurs an odd number of times, so x, y, z each occur once. The single quarter turns link the remaining six:

A_xyz = −A_yxz,  A_xzy = −A_yzx,  A_zxy = −A_zyx,
A_xyz = −A_xzy,  A_yxz = −A_zxy,  A_yzx = −A_zyx.

Hence A = ζ ε, −i A_k = ζ l_k and K = ζ l·s.

From σ_j σ_k = δ_jk + i Σ_m ε_jkm σ_m, the commutation relations Σ_jk ε_jkm l_j l_k = i l_m and l² = 2,

(l·σ)² = 2 − l·σ,  (l·s)² = 1/2 − (l·s)/2,

(K − ζ/2)(K + ζ) = ζ² [(l·s)² + (l·s)/2 − 1/2] = 0.

On an eigenvector with eigenvalue μ this reads (μ − ζ/2)(μ + ζ) = 0. Define

P₊ = (2/3)(l·s + 1),  P₋ = (2/3)(1/2 − l·s).

The square formula gives l·s P₊ = P₊/2 and l·s P₋ = −P₋, hence P₊² = P₊ and P₋² = P₋. Since tr l·s = 0 and tr 1 = 6, the traces are 4 and 2, so each P has a nonzero column, and both values occur. Finally l·s = (3/2)P₊ − 1 gives K = −ζ + (3ζ/2)P₊.

For ζ = 2 the levels are 1 and −2, split by 3. From l·s p_x↑ = (i p_y↑ + p_z↓)/2, the p_x↑ columns of P₊ and P₋, normalised, are

(2 p_x↑ + i p_y↑ + p_z↓)/√6,  (p_x↑ − i p_y↑ − p_z↓)/√3.

At ζ = 0 the levels merge and K = 0. One axis is not enough: with A_zxy = 1, A_zyx = −1 and all else zero, A is invariant under the quarter turn about z and ζ = 0, yet K = l_z ⊗ s_z has eigenvalues 0 and ±1/2. For a 3×3 matrix invariant under both quarter turns, the double turns remove the off-diagonal entries and the single turns make the diagonal entries equal, so it is a multiple of the identity; this covers the spin-free p-shell block. These examples, and the reading of the traces as the multiplicities of j = 3/2 and j = 1/2 for ζ ≠ 0, have not been put through Lean.

## Formal development

```lean
import Mathlib

open Matrix Complex
open scoped Kronecker

namespace AtomicMeanFieldSpinOrbit

noncomputable section
```

Indices 0, 1, 2 of `Fin 3` stand for x, y, z, so ζ is `A 0 1 2`; in `Fin 2`, 0 is ↑ and 1 is ↓. Antisymmetry of A_k is not assumed.

```lean
/-- Real rank-3 tensors `A k i j`, read as three real matrices on the p shell. -/
abbrev Tensor := Fin 3 → Matrix (Fin 3) (Fin 3) ℝ

/-- Operators on the p-shell spin-orbital space `ℂ³ ⊗ ℂ²`. -/
abbrev Op := Matrix (Fin 3 × Fin 2) (Fin 3 × Fin 2) ℂ

/-- The Levi-Civita symbol `ε k i j`. -/
def eps : Tensor :=
  ![!![0, 0, 0; 0, 0, 1; 0, -1, 0], !![0, 0, -1; 0, 0, 0; 1, 0, 0], !![0, 1, 0; -1, 0, 0; 0, 0, 0]]
```

`Isotropic` is invariance under all of SO(3). It is a hypothesis, not derived from a spherical density, and the value of ζ is not computed.

```lean
/-- `R` is a proper rotation: orthogonal with determinant one. -/
def IsRotation (R : Matrix (Fin 3) (Fin 3) ℝ) : Prop := R * Rᵀ = 1 ∧ R.det = 1

/-- The tensor `A` is unchanged when all three indices are transformed by `R`. -/
def InvariantUnder (R : Matrix (Fin 3) (Fin 3) ℝ) (A : Tensor) : Prop :=
  ∀ k i j, ∑ a, ∑ b, ∑ c, R k a * R i b * R j c * A a b c = A k i j

/-- The tensor `A` is invariant under every proper rotation. -/
def Isotropic (A : Tensor) : Prop := ∀ R, IsRotation R → InvariantUnder R A

/-- Rotation by a quarter turn about the z axis. -/
def c4z : Matrix (Fin 3) (Fin 3) ℝ := !![0, -1, 0; 1, 0, 0; 0, 0, 1]

/-- Rotation by a quarter turn about the x axis. -/
def c4x : Matrix (Fin 3) (Fin 3) ℝ := !![1, 0, 0; 0, 0, -1; 0, 1, 0]
```

The operators are explicit matrices, with `⊗ₖ` the Kronecker product, orbital factor first.

```lean
/-- The Pauli matrices. -/
def pauli : Fin 3 → Matrix (Fin 2) (Fin 2) ℂ :=
  ![!![0, 1; 1, 0], !![0, -I; I, 0], !![1, 0; 0, -1]]

/-- Orbital angular momentum matrices in the basis `p_x, p_y, p_z`. -/
def l : Fin 3 → Matrix (Fin 3) (Fin 3) ℂ :=
  ![!![0, 0, 0; 0, 0, -I; 0, I, 0], !![0, 0, I; 0, 0, 0; -I, 0, 0], !![0, -I, 0; I, 0, 0; 0, 0, 0]]

/-- The operator `l·s = ∑ₖ lₖ ⊗ σₖ/2`. -/
def lDotS : Op := ∑ k, l k ⊗ₖ ((1 / 2 : ℂ) • pauli k)

/-- The mean-field spin-orbit operator `K = ∑ₖ (-i Aₖ) ⊗ σₖ/2`. -/
def K (A : Tensor) : Op :=
  ∑ k, ((-I) • (A k).map (fun x : ℝ => (x : ℂ))) ⊗ₖ ((1 / 2 : ℂ) • pauli k)

/-- The operator `P₊ = (2/3)(l·s + 1)`. -/
def Pplus : Op := (2 / 3 : ℂ) • (lDotS + 1)

/-- The operator `P₋ = (2/3)(1/2 - l·s)`. -/
def Pminus : Op := (2 / 3 : ℂ) • ((1 / 2 : ℂ) • (1 : Op) - lDotS)
```

`forall_fin3` unfolds each invariance condition into 27 signed equalities between components, and `linarith` combines them as above. Only the two quarter turns, which belong to the cubic rotation group, are used.

```lean
/-- A property holds for all Cartesian directions iff it holds for x, y and z. -/
theorem forall_fin3 (P : Fin 3 → Prop) : (∀ i, P i) ↔ P 0 ∧ P 1 ∧ P 2 := by
  refine ⟨fun h => ⟨h 0, h 1, h 2⟩, fun ⟨h0, h1, h2⟩ i => ?_⟩
  fin_cases i
  · exact h0
  · exact h1
  · exact h2

/-- A tensor invariant under the quarter turns about z and x equals `A_xyz` times the
Levi-Civita symbol. -/
theorem eq_eps_of_cubic {A : Tensor} (hz : InvariantUnder c4z A) (hx : InvariantUnder c4x A) :
    A = fun k => A 0 1 2 • eps k := by
  have key : ∀ k i j, A k i j = A 0 1 2 * eps k i j := by
    -- each rotation permutes the components up to sign
    simp [InvariantUnder, forall_fin3, Fin.sum_univ_three, c4z] at hz
    simp [InvariantUnder, forall_fin3, Fin.sum_univ_three, c4x] at hx
    casesm* _ ∧ _
    simp [forall_fin3, eps]
    and_intros <;> linarith
  funext k
  ext i j
  exact key k i j
```

Conversely, every ζ ε is isotropic: the transformed ε is det R times ε, so every real ζ occurs.

```lean
/-- Every multiple `ζ ε` of the Levi-Civita symbol is isotropic, with xyz component `ζ`. -/
theorem isotropic_witness (ζ : ℝ) :
    Isotropic (fun k => ζ • eps k) ∧ (ζ • eps 0) 1 2 = ζ := by
  refine ⟨fun R hR => ?_, by simp [eps]⟩
  have h := hR.2
  rw [Matrix.det_fin_three] at h
  -- the transformed symbol is `det R` times the symbol
  have key : InvariantUnder R eps := by
    simp only [InvariantUnder, forall_fin3, Fin.sum_univ_three]
    simp [eps]
    and_intros <;> first | ring1 | linear_combination h | linear_combination -h
  intro k i j
  have hk := key k i j
  simp only [Fin.sum_univ_three, Matrix.smul_apply, smul_eq_mul] at hk ⊢
  linear_combination ζ * hk
```

`l_algebra` identifies the l_k as angular momentum matrices with l² = 2. `lDotS_sq` does not use it: step `h2` checks (l·σ)² = 2 − l·σ on all 36 entries.

```lean
/-- The matrices `lₖ` obey the angular momentum commutation relations and `l² = 2`. -/
theorem l_algebra :
    l 0 * l 1 - l 1 * l 0 = I • l 2 ∧ l 1 * l 2 - l 2 * l 1 = I • l 0 ∧
    l 2 * l 0 - l 0 * l 2 = I • l 1 ∧ ∑ k, l k * l k = (2 : ℂ) • 1 := by
  rw [Fin.sum_univ_three]
  and_intros <;> ext i j <;> fin_cases i <;> fin_cases j <;>
    simp [l] <;> norm_num

/-- The square of `l·s` is `1/2 - (l·s)/2`. -/
theorem lDotS_sq : lDotS * lDotS = (1 / 2 : ℂ) • (1 : Op) - (1 / 2 : ℂ) • lDotS := by
  obtain ⟨M, hM⟩ : ∃ M : Op, M = ∑ k, l k ⊗ₖ pauli k := ⟨_, rfl⟩
  have h1 : lDotS = (1 / 2 : ℂ) • M := by
    simp only [hM, lDotS, kronecker_smul, Finset.smul_sum]
  -- `l·σ` satisfies `M² = 2 - M`
  have h2 : M * M = (2 : ℂ) • (1 : Op) - M := by
    rw [hM]
    ext ⟨i, a⟩ ⟨j, b⟩
    simp only [Matrix.mul_apply, Fintype.sum_prod_type, Fin.sum_univ_three, Fin.sum_univ_two,
      Matrix.add_apply, Matrix.sub_apply, Matrix.smul_apply, Matrix.one_apply,
      kroneckerMap_apply]
    fin_cases i <;> fin_cases a <;> fin_cases j <;> fin_cases b <;>
      simp [l, pauli] <;> norm_num [Complex.ext_iff]
  rw [h1]
  simp only [smul_mul_assoc, mul_smul_comm, h2]
  module
```

The five operator identities in `projectors` share a reusable pattern for matrices, where `ring` does not apply: `simp only` expands products, pulls scalars out and rewrites the one product by `lDotS_sq`; `module` then closes the identity, now linear in 1 and `lDotS`.

```lean
/-- `P₊` and `P₋` are idempotent, sum to the identity and have traces 4 and 2; `l·s` acts
as `1/2` on `P₊` and as `-1` on `P₋`. -/
theorem projectors :
    Pplus * Pplus = Pplus ∧ Pminus * Pminus = Pminus ∧ Pplus + Pminus = 1 ∧
    Pplus.trace = 4 ∧ Pminus.trace = 2 ∧
    lDotS * Pplus = (1 / 2 : ℂ) • Pplus ∧ lDotS * Pminus = (-1 : ℂ) • Pminus := by
  have ht : lDotS.trace = 0 := by
    simp [lDotS, Fin.sum_univ_three, trace_kronecker, kronecker_smul, l, trace_fin_three]
  refine ⟨?_, ?_, ?_, ?_, ?_, ?_, ?_⟩
  rotate_left 3
  · simp [Pplus, ht]; norm_num
  · simp [Pminus, ht]; norm_num
  all_goals
    simp only [Pplus, Pminus, mul_add, add_mul, mul_sub, sub_mul, smul_mul_assoc,
      mul_smul_comm, mul_one, one_mul, lDotS_sq]
    module
```

Step `hk` is −i ζ ε_k = ζ l_k, with ε_k the matrix `eps k`.

```lean
/-- If `A` is invariant under the quarter turns about z and x, then `K = A_xyz l·s`. -/
theorem K_eq_of_cubic {A : Tensor} (hz : InvariantUnder c4z A) (hx : InvariantUnder c4x A) :
    K A = (A 0 1 2 : ℂ) • lDotS := by
  have hA := eq_eps_of_cubic hz hx
  generalize A 0 1 2 = ζ at hA
  have hk : ∀ k, (-I) • (ζ • eps k).map (fun x : ℝ => (x : ℂ)) = (ζ : ℂ) • l k := by
    intro k
    ext i j
    fin_cases k <;> fin_cases i <;> fin_cases j <;> simp [eps, l] <;> ring
  simp only [hA, K, lDotS, hk, smul_kronecker, Finset.smul_sum]
```

The main theorem verifies that `c4z` and `c4x` are rotations and collects four statements: A = ζ ε, K = ζ l·s, the quadratic identity and K = −ζ + (3ζ/2)P₊.

```lean
/-- For an isotropic tensor with `ζ = A_xyz`: `A = ζ ε`, `K = ζ l·s`,
`(K - ζ/2)(K + ζ) = 0` and `K = -ζ + (3ζ/2) P₊`. -/
theorem amfi_fine_structure {A : Tensor} (h : Isotropic A) :
    (A = fun k => A 0 1 2 • eps k) ∧ K A = (A 0 1 2 : ℂ) • lDotS ∧
    (K A - (A 0 1 2 / 2 : ℂ) • 1) * (K A + (A 0 1 2 : ℂ) • 1) = 0 ∧
    K A = (-A 0 1 2 : ℂ) • 1 + (3 * A 0 1 2 / 2 : ℂ) • Pplus := by
  have hz : InvariantUnder c4z A := h _ ⟨by
    ext i j; fin_cases i <;> fin_cases j <;> simp [c4z, Matrix.mul_apply, Fin.sum_univ_three],
    by simp [c4z, Matrix.det_fin_three]⟩
  have hx : InvariantUnder c4x A := h _ ⟨by
    ext i j; fin_cases i <;> fin_cases j <;> simp [c4x, Matrix.mul_apply, Fin.sum_univ_three],
    by simp [c4x, Matrix.det_fin_three]⟩
  have hK := K_eq_of_cubic hz hx
  refine ⟨eq_eps_of_cubic hz hx, hK, ?_, ?_⟩
  · simp only [hK, mul_add, sub_mul, smul_mul_assoc, mul_smul_comm, mul_one, one_mul, lDotS_sq]
    module
  · rw [hK, Pplus]
    module
```

A complex μ has a nonzero eigenvector exactly when μ = ζ/2 or μ = −ζ. Step `h0` applies the quadratic identity to `v`; `col` finds a nonzero diagonal entry from the trace and takes its unnormalised column.

```lean
/-- For an isotropic tensor with `ζ = A_xyz`, the eigenvalues of `K` are exactly `ζ/2`
and `-ζ`. -/
theorem amfi_eigenvalues {A : Tensor} (h : Isotropic A) (μ : ℂ) :
    (∃ v, v ≠ 0 ∧ K A *ᵥ v = μ • v) ↔ μ = A 0 1 2 / 2 ∨ μ = -A 0 1 2 := by
  obtain ⟨-, hK, hq, -⟩ := amfi_fine_structure h
  obtain ⟨-, -, -, t1, t2, e1, e2⟩ := projectors
  -- a nonzero column of `P` with `K P = ν P` is an eigenvector
  have col : ∀ (P : Op) (ν : ℂ), P.trace ≠ 0 → K A * P = ν • P →
      ∃ v, v ≠ 0 ∧ K A *ᵥ v = ν • v := by
    intro P ν ht hP
    obtain ⟨j, -, hj⟩ := Finset.exists_ne_zero_of_sum_ne_zero ht
    refine ⟨fun i => P i j, fun h0 => hj (congrFun h0 j), ?_⟩
    funext i
    exact congrFun (congrFun hP i) j
  constructor
  · rintro ⟨v, hv0, hv⟩
    have h0 : ((K A - (A 0 1 2 / 2 : ℂ) • 1) * (K A + (A 0 1 2 : ℂ) • 1)) *ᵥ v
        = ((μ - A 0 1 2 / 2) * (μ + A 0 1 2)) • v := by
      rw [← Matrix.mulVec_mulVec]
      simp only [add_mulVec, sub_mulVec, smul_mulVec, one_mulVec, mulVec_add, mulVec_smul, hv]
      module
    rw [hq, zero_mulVec] at h0
    rcases mul_eq_zero.1 ((smul_eq_zero.1 h0.symm).resolve_right hv0) with h1 | h1
    · left; linear_combination h1
    · right; linear_combination h1
  · rintro (rfl | rfl)
    · refine col Pplus _ (by rw [t1]; norm_num) ?_
      rw [hK, smul_mul_assoc, e1]
      module
    · refine col Pminus _ (by rw [t2]; norm_num) ?_
      rw [hK, smul_mul_assoc, e2]
      module

end

end AtomicMeanFieldSpinOrbit
```

```lean
#print axioms AtomicMeanFieldSpinOrbit.l_algebra
#print axioms AtomicMeanFieldSpinOrbit.amfi_eigenvalues
```

```
'AtomicMeanFieldSpinOrbit.l_algebra' depends on axioms: [propext, Classical.choice, Quot.sound]
'AtomicMeanFieldSpinOrbit.amfi_eigenvalues' depends on axioms: [propext, Classical.choice, Quot.sound]
```
